# Peak and average fictitious kinetic energy after a cold orbital start in a harmonic Car–Parrinello model

Before a Car–Parrinello run is started with moving ions, the orbitals must be given initial velocities as well as initial coefficients. Converged ground-state orbitals can simply be released at rest, although the ground state itself is already moving with the ions. In a harmonic model with a single fictitious frequency and a uniformly moving ground state, this cold start gives a fictitious kinetic energy that peaks at 4 times its adiabatic value and averages 3/2 times that value over long times. In this model, starting the orbitals with the velocity of the ground state removes the excess entirely.

The orbital coefficients are vectors in a real inner product space `E`. A single scalar coordinate is the case $E=\mathbb R$.

```lean
import Mathlib

open Filter Topology

namespace CarParrinelloColdStart

noncomputable section

variable {E : Type*} [NormedAddCommGroup E] [InnerProductSpace ℝ E]
```

## Orbitals bound to a moving ground state

Let $x(t)$ be the orbital coefficients, measured from their ground-state values at $t=0$, and let $p(t)=x'(t)$ be their velocity. The ions move so that the instantaneous ground state is at $tv$, with constant $v\in E$. The equation of motion is

$$x''(t)=-w^2\,(x(t)-tv),\qquad x(0)=0.$$

The constant $w$ is the fictitious frequency; its square stands for the curvature of the electronic energy around the ground state divided by the fictitious mass.

In Lean the second-order equation becomes two first-order ones: `velocity` says that `x` has derivative `p t` at every real time, and `acceleration` gives the derivative of `p`. The field `start` puts the orbitals on the ground state at time zero, while `p 0` remains free.

The model leaves out orthonormality constraints, the reaction of the orbitals on the ions, ionic acceleration and any spread of fictitious frequencies.

```lean
/-- Orbital coefficients `x` with velocity `p` start at `x 0 = 0` and obey the harmonic equation of
motion with fictitious frequency `w` about the ground state `t • v`, which moves uniformly with the
ions: `x'' = -w² (x - t v)`. -/
structure IsOrbitalTrajectory (w : ℝ) (v : E) (x p : ℝ → E) : Prop where
  velocity : ∀ t, HasDerivAt x (p t) t
  acceleration : ∀ t, HasDerivAt p ((-(w ^ 2)) • (x t - t • v)) t
  start : x 0 = 0
```

With fictitious mass $\mu$, the fictitious kinetic energy is $K(p)=\mu|p|^2/2$. Its adiabatic value is $K(v)$, the energy of orbitals that move exactly with the ground state. In the code $\mu$ and $w$ are independent parameters.

```lean
/-- The fictitious kinetic energy `μ |p|² / 2` of orbitals with fictitious mass `μ` and
velocity `p`. -/
def fictitiousKE (μ : ℝ) (p : E) : ℝ := μ / 2 * ‖p‖ ^ 2
```

For $w\neq0$ and any initial velocity $u$, a solution is

$$x(t)=tv+\frac{\sin wt}{w}(u-v),\qquad p(t)=v+\cos(wt)\,(u-v).$$

Differentiating $x$ gives $p$, and differentiating $p$ gives $-w\sin(wt)(u-v)=-w^2(x(t)-tv)$. Also $x(0)=0$ and $p(0)=u$, so both the cold start $u=0$ and the matched start $u=v$ occur. The proof takes these derivatives with the chain rule and simplifies the coefficients.

```lean
variable {w μ : ℝ} {v : E} {x p : ℝ → E}

/-- For nonzero frequency and any initial velocity `u`, the ground-state motion plus a sinusoidal
oscillation is an orbital trajectory. -/
theorem isOrbitalTrajectory_witness (hw : w ≠ 0) (v u : E) :
    IsOrbitalTrajectory w v (fun t => t • v + (Real.sin (w * t) / w) • (u - v))
      (fun t => v + Real.cos (w * t) • (u - v)) := by
  refine ⟨fun t => ?_, fun t => ?_, by simp⟩
  · have ha := (hasDerivAt_id' t).const_mul w
    refine (((hasDerivAt_id' t).smul_const v).fun_add
      ((ha.sin.div_const w).smul_const (u - v))).congr_deriv ?_
    simp only [one_smul, mul_one, mul_div_cancel_right₀ _ hw]
  · have ha := (hasDerivAt_id' t).const_mul w
    refine ((ha.cos.smul_const (u - v)).const_add v).congr_deriv ?_
    simp only [add_sub_cancel_left, smul_smul]
    congr 1
    field_simp
```

## The velocity mismatch oscillates

Every solution has this velocity. Put $y(s)=x(s)-sv$, so that $y'=p-v$ and $p'=-w^2y$. Fix $t$ and define

$$G(s)=\cos(w(t-s))\,(p(s)-v)-w\sin(w(t-s))\,y(s).$$

Its derivative is

$$\begin{aligned}G'(s)={}&w\sin(w(t-s))(p(s)-v)-w^2\cos(w(t-s))\,y(s)\\&+w^2\cos(w(t-s))\,y(s)-w\sin(w(t-s))(p(s)-v)=0.\end{aligned}$$

Hence $G(t)=G(0)$. Since $y(0)=0$, this reads

$$p(t)=v+\cos(wt)\,(p(0)-v).$$

In the proof, `hG` is the statement $G'=0$, with the cancellation done by `module`, and `hc` compares the two values of $G$.

```lean
/-- The orbital velocity is the ground-state velocity plus the initial velocity mismatch
oscillating as `cos (w t)`. -/
theorem velocity_eq (h : IsOrbitalTrajectory w v x p) (t : ℝ) :
    p t = v + Real.cos (w * t) • (p 0 - v) := by
  -- this combination of velocity and displacement does not depend on `s`
  have hG : ∀ s, HasDerivAt (fun s => Real.cos (w * (t - s)) • (p s - v)
      - (w * Real.sin (w * (t - s))) • (x s - s • v)) 0 s := by
    intro s
    have ha := ((hasDerivAt_id' s).const_sub t).const_mul w
    have hy : HasDerivAt (fun s => x s - s • v) (p s - v) s :=
      ((h.velocity s).fun_sub ((hasDerivAt_id' s).smul_const v)).congr_deriv
        (by rw [one_smul])
    refine ((ha.cos.smul ((h.acceleration s).sub_const v)).sub
      ((ha.sin.const_mul w).smul hy)).congr_deriv ?_
    module
  -- compare its values at `s = t` and `s = 0`
  have hc := is_const_of_deriv_eq_zero (fun s => (hG s).differentiableAt)
    (fun s => (hG s).deriv) t 0
  simp only [sub_self, mul_zero, Real.cos_zero, Real.sin_zero, one_smul, zero_smul,
    sub_zero, h.start, smul_zero] at hc
  rw [← hc]
  abel
```

If $x(t)=tv$ for all $t$, differentiation at $0$ gives $p(0)=v$. Conversely, if $p(0)=v$, the velocity formula gives $p(t)=v$ at all times. Then $y'=0$ and $y(0)=0$, so $x(t)=tv$. The two directions of the Lean proof use uniqueness of the derivative and constancy of a function with zero derivative.

```lean
/-- The orbitals follow the moving ground state exactly if and only if they start with its
velocity. -/
theorem follows_ground_state_iff (h : IsOrbitalTrajectory w v x p) :
    (∀ t, x t = t • v) ↔ p 0 = v := by
  constructor
  · intro hx
    have h1 : HasDerivAt x v 0 := by
      have he : x = fun t => t • v := funext hx
      rw [he]
      exact ((hasDerivAt_id' (0 : ℝ)).smul_const v).congr_deriv (one_smul ℝ v)
    exact (h.velocity 0).unique h1
  · intro hp t
    -- the displacement from the ground state has zero derivative
    have hd : ∀ s, HasDerivAt (fun s => x s - s • v) 0 s := fun s =>
      ((h.velocity s).fun_sub ((hasDerivAt_id' s).smul_const v)).congr_deriv
        (by rw [velocity_eq h s, hp]; simp)
    have hc := is_const_of_deriv_eq_zero (fun s => (hd s).differentiableAt)
      (fun s => (hd s).deriv) t 0
    simp only [h.start, zero_smul, sub_zero] at hc
    exact sub_eq_zero.mp hc
```

## The energy after a cold start

For $p(0)=0$ the velocity is $p(t)=(1-\cos wt)\,v$, and therefore

$$K(p(t))=(1-\cos wt)^2\,K(v).$$

The proof first establishes the velocity as `e`, then takes the scalar factor out of the norm and squares it.

```lean
/-- After a cold start the fictitious kinetic energy is `(1 - cos (w t))²` times its
adiabatic value. -/
theorem cold_start_energy (h : IsOrbitalTrajectory w v x p) (hp : p 0 = 0) (t : ℝ) :
    fictitiousKE μ (p t) = (1 - Real.cos (w * t)) ^ 2 * fictitiousKE μ v := by
  have e : p t = (1 - Real.cos (w * t)) • v := by
    rw [velocity_eq h t, hp]
    module
  rw [e]
  unfold fictitiousKE
  rw [norm_smul, mul_pow, Real.norm_eq_abs, sq_abs]
  ring
```

## Long-time averages

Sine and cosine terms of nonzero frequency have bounded integrals, so their time averages tend to zero as the elapsed time grows. If $|g(T)|\le1$, then $|g(T)/T|\le1/T\to0$ as $T\to\infty$. The proof is this squeeze.

```lean
/-- A signal bounded by 1 in absolute value, divided by the elapsed time, tends to zero. -/
theorem bounded_div_time {g : ℝ → ℝ} (hg : ∀ t, |g t| ≤ 1) :
    Tendsto (fun T : ℝ => T⁻¹ * g T) atTop (𝓝 0) := by
  refine squeeze_zero_norm' ?_ (tendsto_inv_atTop_zero : Tendsto (fun r : ℝ => r⁻¹) atTop (𝓝 0))
  filter_upwards [eventually_gt_atTop (0 : ℝ)] with T hT
  have hi : 0 < T⁻¹ := inv_pos.mpr hT
  rw [Real.norm_eq_abs, abs_mul, abs_of_pos hi]
  exact mul_le_of_le_one_right hi.le (hg T)
```

For $A+B\cos wt+C\cos^2wt$ with $w\neq0$, an antiderivative is

$$F(t)=\Big(A+\frac C2\Big)t+\frac Bw\sin wt+\frac{C}{2w}\sin wt\cos wt.$$

Indeed, $F'=A+\frac C2+B\cos wt+\frac C2(\cos^2wt-\sin^2wt)$, which is the integrand because $\sin^2wt+\cos^2wt=1$. Since $F(0)=0$, the average up to $T$ is $F(T)/T$, and it tends to $A+C/2$. In the code `r` is $1/w$, `hF` checks the derivative, and `h1` and `h2` dispose of the two oscillating terms.

```lean
/-- For nonzero frequency, the long-time average of `A + B cos (w t) + C cos² (w t)` is
`A + C / 2`. -/
theorem average_cos (hw : w ≠ 0) (A B C : ℝ) :
    Tendsto (fun T : ℝ => T⁻¹ * ∫ t in (0 : ℝ)..T,
      (A + B * Real.cos (w * t) + C * Real.cos (w * t) ^ 2)) atTop (𝓝 (A + C / 2)) := by
  obtain ⟨r, hr⟩ : ∃ r : ℝ, r * w = 1 := ⟨w⁻¹, inv_mul_cancel₀ hw⟩
  -- an explicit antiderivative: linear growth plus bounded oscillations
  have hF : ∀ t, HasDerivAt (fun t => (A + C / 2) * t + B * r * Real.sin (w * t)
      + C / 2 * r * (Real.sin (w * t) * Real.cos (w * t)))
      (A + B * Real.cos (w * t) + C * Real.cos (w * t) ^ 2) t := by
    intro t
    have ha := (hasDerivAt_id' t).const_mul w
    refine ((((hasDerivAt_id' t).const_mul (A + C / 2)).fun_add
      (ha.sin.const_mul (B * r))).fun_add
      ((ha.sin.fun_mul ha.cos).const_mul (C / 2 * r))).congr_deriv ?_
    linear_combination (B * Real.cos (w * t)
      + C / 2 * (Real.cos (w * t) ^ 2 - Real.sin (w * t) ^ 2)) * hr
      - C / 2 * Real.sin_sq_add_cos_sq (w * t)
  have h1 := bounded_div_time (g := fun t => Real.sin (w * t))
    (fun t => Real.abs_sin_le_one _)
  have h2 := bounded_div_time (g := fun t => Real.sin (w * t) * Real.cos (w * t)) (fun t => by
    rw [abs_mul]
    exact mul_le_one₀ (Real.abs_sin_le_one _) (abs_nonneg _) (Real.abs_cos_le_one _))
  have hlim := ((h1.const_mul (B * r)).add (h2.const_mul (C / 2 * r))).const_add (A + C / 2)
  simp only [mul_zero, add_zero] at hlim
  refine hlim.congr' ?_
  filter_upwards [eventually_gt_atTop (0 : ℝ)] with T hT
  rw [intervalIntegral.integral_eq_sub_of_hasDerivAt (fun t _ => hF t)
    (Continuous.intervalIntegrable (by fun_prop) _ _)]
  simp only [mul_zero, Real.sin_zero, zero_mul, add_zero, sub_zero]
  have hT' : T⁻¹ * T = 1 := inv_mul_cancel₀ hT.ne'
  linear_combination (-(A + C / 2)) * hT'
```

Now write $d=p(0)-v$ for the initial velocity mismatch. Expanding the square gives

$$K(p(t))=K(v)+\mu\langle v,d\rangle\cos wt+K(d)\cos^2wt.$$

The average is therefore $K(v)+K(d)/2$ for any initial velocity. The expansion is `hK`, and the preceding lemma supplies the limit.

```lean
/-- For nonzero frequency and any initial velocity, the long-time average of the fictitious
kinetic energy is the adiabatic value plus half the kinetic energy of the initial velocity
mismatch. -/
theorem average_energy (h : IsOrbitalTrajectory w v x p) (hw : w ≠ 0) :
    Tendsto (fun T : ℝ => T⁻¹ * ∫ t in (0 : ℝ)..T, fictitiousKE μ (p t)) atTop
      (𝓝 (fictitiousKE μ v + fictitiousKE μ (p 0 - v) / 2)) := by
  have hK : ∀ t, fictitiousKE μ (p t) = fictitiousKE μ v
      + μ * inner ℝ v (p 0 - v) * Real.cos (w * t)
      + fictitiousKE μ (p 0 - v) * Real.cos (w * t) ^ 2 := by
    intro t
    rw [velocity_eq h t]
    unfold fictitiousKE
    rw [norm_add_sq_real, real_inner_smul_right, norm_smul, mul_pow, Real.norm_eq_abs, sq_abs]
    ring
  simp_rw [hK]
  exact average_cos hw _ _ _
```

## The factors 4 and 3/2

For a cold start, $0\le1-\cos wt\le2$, so $K(p(t))\le4K(v)$. Equality holds at $t=\pi/w$, half a fictitious period after the start. The mismatch is $d=-v$, so the average is $K(v)+K(v)/2=\tfrac32K(v)$.

The theorem assumes $\mu>0$, $w>0$ and `p 0 = 0`. `IsGreatest` says that $4K(v)$ is a value of the energy at some time and an upper bound at all times; `Tendsto` says that the time average converges to $\tfrac32K(v)$. The case $v=0$ is allowed, and then every energy is zero.

```lean
/-- For positive fictitious mass and frequency, orbitals started at rest reach a maximal
fictitious kinetic energy of 4 times the adiabatic value `μ |v|² / 2`, and their long-time
average is 3/2 times that value. -/
theorem cold_start (h : IsOrbitalTrajectory w v x p) (hμ : 0 < μ) (hw : 0 < w)
    (hp : p 0 = 0) :
    IsGreatest (Set.range fun t => fictitiousKE μ (p t)) (4 * fictitiousKE μ v) ∧
    Tendsto (fun T : ℝ => T⁻¹ * ∫ t in (0 : ℝ)..T, fictitiousKE μ (p t)) atTop
      (𝓝 (3 / 2 * fictitiousKE μ v)) := by
  refine ⟨⟨⟨Real.pi / w, ?_⟩, ?_⟩, ?_⟩
  · -- the maximum is reached after half a fictitious period
    change fictitiousKE μ (p (Real.pi / w)) = _
    rw [cold_start_energy h hp, mul_div_cancel₀ _ hw.ne', Real.cos_pi]
    norm_num
  · rintro _ ⟨t, rfl⟩
    change fictitiousKE μ (p t) ≤ _
    rw [cold_start_energy h hp]
    have hv : 0 ≤ fictitiousKE μ v := by
      unfold fictitiousKE
      positivity
    refine mul_le_mul_of_nonneg_right ?_ hv
    nlinarith [Real.neg_one_le_cos (w * t), Real.cos_le_one (w * t)]
  · have e : fictitiousKE μ v + fictitiousKE μ (p 0 - v) / 2 = 3 / 2 * fictitiousKE μ v := by
      rw [hp, zero_sub]
      unfold fictitiousKE
      rw [norm_neg]
      ring
    rw [← e]
    exact average_energy h hw.ne'

end

end CarParrinelloColdStart
```

The velocity formula also yields the peak for a general start, by a short argument added here in prose only. For $\mu,w>0$, $|v+cd|^2$ is a convex function of $c=\cos wt\in[-1,1]$, so its maximum lies at $c=\pm1$. The peak energy is thus the larger of $K(p(0))$ and $K(2v-p(0))$.

```lean
#print axioms CarParrinelloColdStart.follows_ground_state_iff
#print axioms CarParrinelloColdStart.cold_start_energy
#print axioms CarParrinelloColdStart.cold_start
```

```
'CarParrinelloColdStart.follows_ground_state_iff' depends on axioms: [propext, Classical.choice, Quot.sound]
'CarParrinelloColdStart.cold_start_energy' depends on axioms: [propext, Classical.choice, Quot.sound]
'CarParrinelloColdStart.cold_start' depends on axioms: [propext, Classical.choice, Quot.sound]
```
